# Levels $2\cos((f+2\pi k)/n)$ for a Hückel ring of $n\ge 3$ sites with closing phase $f$

**Q:** Take a four-membered ring with one coupling reversed in sign, and give it the ordinary Hückel levels $2,0,0,-2$. The correct levels are $\sqrt2,\sqrt2,-\sqrt2,-\sqrt2$. With four electrons the π energy comes out as $4\beta$ instead of $4\sqrt2\,\beta$, and a closed shell is mistaken for a half-filled nonbonding pair. I want one formula that follows the boundary phase. What matrix do you start from?

**A:** One orbital per site, with the site energy $\alpha$ as zero and the resonance integral $\beta$ as unit. A level $x$ then means the energy $\alpha+\beta x$. Sites are numbered $0,\dots,n-1$, which is `Fin n` in Lean. Neighbours couple with $1$, except that the closing bond carries $e^{\mathrm i f}$ at $(n-1,0)$ and $e^{-\mathrm i f}$ at $(0,n-1)$.

```lean
import Mathlib

open Polynomial
open scoped Matrix Real

namespace HueckelFluxRing

noncomputable section

/-- The ring of `n ≥ 3` sites with unit nearest-neighbour couplings, whose closing bond carries
the entries `exp(if)` at `(n-1, 0)` and `exp(-if)` at `(0, n-1)`. -/
def fluxRing (n : ℕ) (f : ℝ) : Matrix (Fin n) (Fin n) ℂ :=
  Matrix.of fun i j =>
    if (i : ℕ) + 1 = j ∨ (j : ℕ) + 1 = i then 1
    else if (i : ℕ) + 1 = n ∧ (j : ℕ) = 0 then Complex.exp (f * Complex.I)
    else if (i : ℕ) = 0 ∧ (j : ℕ) + 1 = n then Complex.exp (-(f * Complex.I))
    else 0
```

**Q:** What does the real number $f$ stand for?

**A:** The phase in the boundary condition: a wave continued once around the ring, towards rising site numbers, is multiplied by $e^{\mathrm i f}$. A magnetic flux through the ring can vary this phase continuously. At $f=0$ the matrix is the Hückel ring; at $f=\pi$ both closing entries are $-1$, the Möbius ring.

**Q:** A twisted molecule spreads its twist over all bonds.

**A:** Twisting neighbouring p orbitals against each other weakens their coupling. If the twist is the same at every bond, this only rescales $\beta$, and the sign change of the Möbius ring can be put on the closing bond by choosing the signs of the orbitals. A magnetic flux may instead give every bond a phase. Rephasing the orbitals one after another collects these phases on the closing bond without changing the spectrum. The theorems below begin after that step. The model keeps every coupling at equal magnitude and neglects overlap and electron repulsion.

**Q:** Then which waves solve it?

**A:** Those that gain a constant factor per site:
$$z_k=e^{\mathrm i(f+2\pi k)/n},\qquad k=0,\dots,n-1.$$
Lean calls this factor `blochPhase n f k`.

```lean
/-- The phase `exp(i(f + 2πk)/n)` gained per site by the `k`-th Bloch wave, for `n ≠ 0`. -/
def blochPhase (n : ℕ) (f : ℝ) (k : ℕ) : ℂ :=
  Complex.exp (((f + 2 * π * k) / n : ℝ) * Complex.I)
```

**Q:** Is the matrix Hermitian, with the phase on one bond only?

**A:** Yes, because the two closing entries are complex conjugates. The proof goes through the cases of the definition with `split_ifs`; `omega` removes the impossible index combinations, and conjugation settles the rest. Two sites suffice here.

```lean
/-- The flux ring with at least two sites is Hermitian. -/
theorem fluxRing_isHermitian {n : ℕ} (hn : 2 ≤ n) (f : ℝ) : (fluxRing n f).IsHermitian := by
  have hs : star (Complex.exp (f * Complex.I)) = Complex.exp (-(f * Complex.I)) := by
    rw [Complex.star_def, ← Complex.exp_conj]
    simp
  have hs' : star (Complex.exp (-(f * Complex.I))) = Complex.exp (f * Complex.I) := by
    rw [← hs, star_star]
  refine Matrix.IsHermitian.ext fun i j => ?_
  simp only [fluxRing, Matrix.of_apply]
  split_ifs <;> first | (exfalso; omega) | simp only [star_one, star_zero, hs, hs']
```

**Q:** Show me that the waves are eigenvectors, including at the seam.

**A:** Let $z^n=e^{\mathrm i f}$, and let the wave have amplitude $z^j$ on site $j$. The matrix gives

- in an interior row $i$: $z^{i-1}+z^{i+1}=(z+z^{-1})z^i$;
- in row $0$: $z+e^{-\mathrm i f}z^{n-1}=z+z^{-1}$;
- in row $n-1$: $z^{n-2}+e^{\mathrm i f}=z^{n-2}+z^n=(z+z^{-1})z^{n-1}$.

Since $|z|=1$, the normalised amplitudes are $z^j/\sqrt n$; the code omits the factor.

Lean names the site before $i$ as `a` and the one after as `b`. `hA` and `hB` evaluate their contributions, seam included, and `Fintype.sum_eq_add` reduces the row sum to these two terms.

```lean
/-- On a ring of at least three sites, a wave `z^j` with `z^n = exp(if)` is mapped by the
Hamiltonian to `z + z⁻¹` times itself. -/
theorem bloch_eigenvector {n : ℕ} (hn : 3 ≤ n) (f : ℝ) {z : ℂ}
    (h : z ^ n = Complex.exp (f * Complex.I)) :
    fluxRing n f *ᵥ (fun j => z ^ (j : ℕ)) = (z + z⁻¹) • (fun j : Fin n => z ^ (j : ℕ)) := by
  have hz : z ≠ 0 := by
    rintro rfl
    rw [zero_pow (by omega)] at h
    exact Complex.exp_ne_zero _ h.symm
  have hinv : Complex.exp (-(f * Complex.I)) * z ^ n = 1 := by
    rw [h, ← Complex.exp_add, neg_add_cancel, Complex.exp_zero]
  funext i
  change ∑ j, fluxRing n f i j * z ^ (j : ℕ) = (z + z⁻¹) * z ^ (i : ℕ)
  have zi : z⁻¹ * z = 1 := inv_mul_cancel₀ hz
  generalize z⁻¹ = w at zi ⊢
  have hi := i.isLt
  -- the two neighbours of site i: a before it and b after it
  obtain ⟨a, ha⟩ : ∃ a : Fin n, (a : ℕ) + 1 = i ∨ ((i : ℕ) = 0 ∧ (a : ℕ) + 1 = n) := by
    by_cases h0 : (i : ℕ) = 0
    · exact ⟨⟨n - 1, by omega⟩, Or.inr ⟨h0, Nat.sub_add_cancel (by omega)⟩⟩
    · exact ⟨⟨i - 1, by omega⟩, Or.inl (Nat.sub_add_cancel (by omega))⟩
  obtain ⟨b, hb⟩ : ∃ b : Fin n, (i : ℕ) + 1 = b ∨ ((i : ℕ) + 1 = n ∧ (b : ℕ) = 0) := by
    by_cases h0 : (i : ℕ) + 1 = n
    · exact ⟨⟨0, by omega⟩, Or.inr ⟨h0, rfl⟩⟩
    · exact ⟨⟨i + 1, by omega⟩, Or.inl rfl⟩
  have hbn := b.isLt
  have hA : fluxRing n f i a * z ^ (a : ℕ) * z = z ^ (i : ℕ) := by
    simp only [fluxRing, Matrix.of_apply]
    rcases ha with h1 | ⟨h1, h2⟩
    · rw [if_pos (Or.inr h1), one_mul, ← pow_succ, h1]
    · rw [if_neg (by omega), if_neg (by omega), if_pos ⟨h1, h2⟩, mul_assoc, ← pow_succ, h2,
        hinv, h1, pow_zero]
  have hB : fluxRing n f i b * z ^ (b : ℕ) = z ^ (i : ℕ) * z := by
    simp only [fluxRing, Matrix.of_apply]
    rcases hb with h1 | ⟨h1, h2⟩
    · rw [if_pos (Or.inl h1), one_mul, ← pow_succ, h1]
    · rw [if_neg (by omega), if_pos ⟨h1, h2⟩, h2, pow_zero, mul_one, ← pow_succ, h1, h]
  rw [Fintype.sum_eq_add a b (fun e => by have := congrArg Fin.val e; omega)]
  · linear_combination hB + w * hA - fluxRing n f i a * z ^ (a : ℕ) * zi
  · rintro j ⟨hja, hjb⟩
    rw [Ne, Fin.ext_iff] at hja hjb
    have hj := j.isLt
    simp only [fluxRing, Matrix.of_apply]
    rw [if_neg (by omega), if_neg (by omega), if_neg (by omega), zero_mul]
```

**Q:** Where does $n\ge3$ enter?

**A:** The two neighbours must be different sites. For $n=2$ the definition gives levels $\pm1$ whatever $f$ is, while the formula would give $\pm2\cos(f/2)$.

**Q:** And the cosine?

**A:** From $e^{\mathrm i x}+e^{-\mathrm i x}=2\cos x$, so $z_k+z_k^{-1}=2\cos((f+2\pi k)/n)$.

```lean
/-- A phase factor plus its inverse is twice the cosine of the phase. -/
theorem phase_add_inv (x : ℝ) :
    Complex.exp (x * Complex.I) + (Complex.exp (x * Complex.I))⁻¹
      = ((2 * Real.cos x : ℝ) : ℂ) := by
  rw [← Complex.exp_neg, ← neg_mul, Complex.exp_mul_I, Complex.exp_mul_I, Complex.cos_neg,
    Complex.sin_neg]
  push_cast
  ring
```

The $z_k$ meet the boundary condition because $z_k^n=e^{\mathrm i f}e^{2\pi\mathrm i k}=e^{\mathrm i f}$.

```lean
/-- Once around a ring with `n ≠ 0` sites, every Bloch wave gains the phase factor `exp(if)`. -/
theorem blochPhase_pow {n : ℕ} (hn : n ≠ 0) (f : ℝ) (k : ℕ) :
    blochPhase n f k ^ n = Complex.exp (f * Complex.I) := by
  have hn' : (n : ℂ) * (n : ℂ)⁻¹ = 1 := mul_inv_cancel₀ (Nat.cast_ne_zero.mpr hn)
  have e : (n : ℂ) * (((f + 2 * π * k) / n : ℝ) * Complex.I)
      = f * Complex.I + k * (2 * π * Complex.I) := by
    push_cast
    linear_combination ((f : ℂ) + 2 * π * k) * Complex.I * hn'
  rw [blochPhase, ← Complex.exp_nat_mul, e, Complex.exp_add, Complex.exp_nat_mul,
    Complex.exp_two_pi_mul_I, one_pow, mul_one]
```

They also satisfy $z_k=\zeta^k z_0$ with $\zeta=e^{2\pi\mathrm i/n}$. The powers $\zeta^0,\dots,\zeta^{n-1}$ are distinct, hence so are the $z_k$.

```lean
/-- The `k`-th Bloch phase is the zeroth one times `exp(2πi/n)^k`, for `n ≠ 0`. -/
theorem blochPhase_eq (n : ℕ) (f : ℝ) (k : ℕ) :
    blochPhase n f k = Complex.exp (2 * π * Complex.I / n) ^ k * blochPhase n f 0 := by
  unfold blochPhase
  rw [← Complex.exp_nat_mul, ← Complex.exp_add]
  congr 1
  push_cast
  ring
```

**Q:** Levels can coincide. How do you know you have all of them, with the right multiplicities?

**A:** By the independence of the waves, not of the levels. Put them in the columns of $V$, so $V_{jk}=z_k^j$. This is a transposed Vandermonde matrix, whose determinant $\prod_{k<l}(z_l-z_k)$ is nonzero. Write $H$ for the ring matrix and $D$ for the diagonal matrix of levels. Then $HV=VD$, so $H=VDV^{-1}$, and
$$\det(X-H)=\prod_{k=0}^{n-1}\left(X-2\cos\frac{f+2\pi k}{n}\right).$$

The theorem states exactly this: `charpoly` is $\det(X-H)$, `Finset.range n` runs over $k<n$, and `C` turns a number into a constant polynomial. Repeated factors record degeneracy. In the proof `hdet` is the invertibility of $V$, `hHV` is $HV=VD$, and `Matrix.charpoly_mul_comm` moves $V$ round to cancel $V^{-1}$.

```lean
/-- For `n ≥ 3` the characteristic polynomial of the flux ring is the product over `k < n` of
`X - 2cos((f + 2πk)/n)`. -/
theorem fluxRing_charpoly {n : ℕ} (hn : 3 ≤ n) (f : ℝ) :
    (fluxRing n f).charpoly = ∏ k ∈ Finset.range n,
      (X - C ((2 * Real.cos ((f + 2 * π * k) / n) : ℝ) : ℂ)) := by
  have hn0 : n ≠ 0 := by omega
  obtain ⟨d, hd⟩ : ∃ d : Fin n → ℂ, d = fun k : Fin n =>
      ((2 * Real.cos ((f + 2 * π * ((k : ℕ) : ℝ)) / n) : ℝ) : ℂ) := ⟨_, rfl⟩
  obtain ⟨V, hV⟩ : ∃ V : Matrix (Fin n) (Fin n) ℂ,
      V = (Matrix.vandermonde fun k : Fin n => blochPhase n f k)ᵀ := ⟨_, rfl⟩
  -- the Bloch waves are independent because their phases are distinct
  have hdet : IsUnit V.det := by
    rw [isUnit_iff_ne_zero, hV, Matrix.det_transpose, Matrix.det_vandermonde_ne_zero_iff]
    intro k l hkl
    change blochPhase n f k = blochPhase n f l at hkl
    rw [blochPhase_eq n f k, blochPhase_eq n f l] at hkl
    exact Fin.ext ((Complex.isPrimitiveRoot_exp n hn0).pow_inj k.isLt l.isLt
      (mul_right_cancel₀ (Complex.exp_ne_zero _) hkl))
  have hHV : fluxRing n f * V = V * Matrix.diagonal d := by
    refine Matrix.ext fun j k => ?_
    have h := congrFun (bloch_eigenvector hn f (blochPhase_pow hn0 f k)) j
    have hc : blochPhase n f k + (blochPhase n f k)⁻¹ = d k := by
      rw [hd]
      exact phase_add_inv _
    rw [hc] at h
    rw [Matrix.mul_diagonal, mul_comm (V j k), hV, Matrix.mul_apply]
    simp only [Matrix.transpose_apply, Matrix.vandermonde_apply]
    exact h
  have hH : fluxRing n f = V * (Matrix.diagonal d * V⁻¹) := by
    rw [← mul_assoc, ← hHV, mul_assoc, Matrix.mul_nonsing_inv V hdet, mul_one]
  rw [hH, Matrix.charpoly_mul_comm, mul_assoc, Matrix.nonsing_inv_mul V hdet, mul_one,
    Matrix.charpoly_of_isUpperTriangular _ (Matrix.blockTriangular_diagonal d), Finset.prod_range]
  exact Finset.prod_congr rfl fun k _ => by rw [Matrix.diagonal_apply_eq, hd]
```

**Q:** Try it on a case I can check.

**A:** Take $n=3$, $f=\pi$. The formula gives $2\cos(\pi/3)=1$, $2\cos\pi=-2$ and $2\cos(5\pi/3)=1$, so the polynomial is $(X-1)^2(X+2)=X^3-3X+2$. Directly, a triangle with real couplings $1,1,-1$ has $\det(X-H)=X^3-3X-2\cdot(1\cdot1\cdot(-1))$, which is the same.

**Q:** Can I see the dependence on $f$ without the product?

**A:** Evaluate at $X=2\cos x$ and set $w=e^{\mathrm i x}$. Each factor splits:
$$2\cos x-(z_k+z_k^{-1})=w^{-1}(w-z_k)(w-z_k^{-1}).$$
The $z_k$ are the $n$ roots of $y^n=e^{\mathrm i f}$ in the unknown $y$, and their inverses are those of $y^n=e^{-\mathrm i f}$. The product is therefore
$$w^{-n}(w^n-e^{\mathrm i f})(w^n-e^{-\mathrm i f})=2\cos(nx)-2\cos f.$$
In the triangle, $x=0$ gives $8-6+2=4=2-2\cos\pi$.

In Lean, `hk` splits the factors, `hP` multiplies out the roots, and `alg` is the identity used at both ends.

```lean
/-- Secular equation: for `n ≥ 3`, the characteristic polynomial at the energy `2cos x` equals
`2cos(nx) - 2cos f`. -/
theorem secular_equation {n : ℕ} (hn : 3 ≤ n) (f x : ℝ) :
    (fluxRing n f).charpoly.eval ((2 * Real.cos x : ℝ) : ℂ)
      = ((2 * Real.cos (n * x) - 2 * Real.cos f : ℝ) : ℂ) := by
  have hn0 : n ≠ 0 := by omega
  have alg : ∀ a a' b b' : ℂ, a' * a = 1 → b * b' = 1 →
      a' * ((a - b) * (a - b')) = (a + a') - (b + b') := by
    intro a a' b b' h1 h2
    linear_combination (a - b - b') * h1 + a' * h2
  have hwn : Complex.exp (x * Complex.I) ^ n
      = Complex.exp (((n * x : ℝ) : ℂ) * Complex.I) := by
    rw [← Complex.exp_nat_mul]
    congr 1
    push_cast
    ring
  have hx := phase_add_inv x
  have hw := Complex.exp_ne_zero (x * Complex.I)
  generalize Complex.exp (x * Complex.I) = w at hwn hx hw
  have hζ := Complex.isPrimitiveRoot_exp n hn0
  have hb := blochPhase_eq n f
  generalize Complex.exp (2 * π * Complex.I / n) = ζ at hζ hb
  have hP : ∀ η α a : ℂ, IsPrimitiveRoot η n → α ^ n = a →
      ∏ k ∈ Finset.range n, (w - η ^ k * α) = w ^ n - a := by
    intro η α a hη hα
    have h := congrArg (Polynomial.eval w) (X_pow_sub_C_eq_prod hη (by omega) hα)
    simp only [eval_sub, eval_pow, eval_X, eval_C, eval_prod] at h
    exact h.symm
  -- each factor splits into two linear factors in w = exp(ix)
  have hk : ∀ k ∈ Finset.range n, eval ((2 * Real.cos x : ℝ) : ℂ)
      (X - C ((2 * Real.cos ((f + 2 * π * k) / n) : ℝ) : ℂ))
      = w⁻¹ * ((w - ζ ^ k * blochPhase n f 0) * (w - ζ⁻¹ ^ k * (blochPhase n f 0)⁻¹)) := by
    intro k _
    rw [eval_sub, eval_X, eval_C, ← hx, ← phase_add_inv ((f + 2 * π * k) / n),
      inv_pow, ← mul_inv, ← hb k]
    exact (alg _ _ _ _ (inv_mul_cancel₀ hw) (mul_inv_cancel₀ (Complex.exp_ne_zero _))).symm
  rw [fluxRing_charpoly hn, eval_prod, Finset.prod_congr rfl hk, Finset.prod_mul_distrib,
    Finset.prod_mul_distrib, Finset.prod_const, Finset.card_range,
    hP _ _ _ hζ (blochPhase_pow hn0 f 0),
    hP _ _ (Complex.exp (f * Complex.I))⁻¹ hζ.inv (by rw [inv_pow, blochPhase_pow hn0]),
    inv_pow, alg _ _ _ _ (inv_mul_cancel₀ (pow_ne_zero n hw))
      (mul_inv_cancel₀ (Complex.exp_ne_zero _)),
    hwn, phase_add_inv, phase_add_inv, ← Complex.ofReal_sub]
```

**Q:** So the spectrum knows only $\cos f$?

**A:** Yes, and it determines $\cos f$. If rings of equal size with phases $f$ and $g$ share a characteristic polynomial, setting $x=0$ gives $2-2\cos f=2-2\cos g$. Conversely, if the cosines agree, the polynomials agree at every $2\cos x$ with $0\le x\le\pi$. Those are infinitely many points, because cosine is injective on that interval, so the polynomials are equal.

Reversing the flux thus leaves the levels unchanged, while Hückel and Möbius rings of the same size always differ. For a tight-binding program with twisted boundary conditions, the level formula gives a reference spectrum at any boundary phase, for a uniform, non-interacting ring with one orbital per site, no overlap between orbitals, and nearest-neighbour coupling only.

```lean
/-- Two flux rings of the same size `n ≥ 3` have the same characteristic polynomial exactly when
the cosines of their fluxes agree. -/
theorem isospectral_iff {n : ℕ} (hn : 3 ≤ n) (f g : ℝ) :
    (fluxRing n f).charpoly = (fluxRing n g).charpoly ↔ Real.cos f = Real.cos g := by
  constructor
  · intro h
    have h1 := secular_equation hn f 0
    rw [h, secular_equation hn g 0] at h1
    have h2 := Complex.ofReal_injective h1
    linarith
  · intro h
    -- the polynomials agree at the infinitely many energies 2cos x
    refine Polynomial.eq_of_infinite_eval_eq _ _ (((Set.Icc_infinite Real.pi_pos).image
      (f := fun x : ℝ => ((2 * Real.cos x : ℝ) : ℂ)) ?_).mono ?_)
    · intro x hx y hy hxy
      have h2 : 2 * Real.cos x = 2 * Real.cos y := Complex.ofReal_injective hxy
      exact Real.injOn_cos hx hy (by linarith)
    · rintro _ ⟨x, _, rfl⟩
      change eval ((2 * Real.cos x : ℝ) : ℂ) (fluxRing n f).charpoly
        = eval ((2 * Real.cos x : ℝ) : ℂ) (fluxRing n g).charpoly
      rw [secular_equation hn, secular_equation hn, h]

end

end HueckelFluxRing
```

```lean
#print axioms HueckelFluxRing.fluxRing_isHermitian
-- 'HueckelFluxRing.fluxRing_isHermitian' depends on axioms: [propext, Classical.choice, Quot.sound]
#print axioms HueckelFluxRing.blochPhase_pow
-- 'HueckelFluxRing.blochPhase_pow' depends on axioms: [propext, Classical.choice, Quot.sound]
#print axioms HueckelFluxRing.isospectral_iff
-- 'HueckelFluxRing.isospectral_iff' depends on axioms: [propext, Classical.choice, Quot.sound]
```
